# One-particle levels of a real open chain with only nearest-neighbour couplings, all nonzero, are nondegenerate and never cross

For one spinless particle on two sites with energies t and −t and coupling g, the first row of the eigenvalue equation H v = E v is

t v(0) + g v(1) = E v(0),

so if g ≠ 0 the amplitude v(0) fixes v(1), and no energy E can belong to two independent states. On a longer chain without couplings beyond nearest neighbours, and with every nearest-neighbour coupling nonzero, the same step is repeated from site to site. Together with the symmetry of H it also keeps continuously varying levels apart.

In Lean 4 with Mathlib:

```lean
import Mathlib

open Matrix Topology

namespace OpenChainNonCrossing

/-- The Hamiltonian of an open nearest-neighbour chain with `n + 1` sites: real symmetric,
without couplings beyond nearest neighbours, and with every nearest-neighbour coupling nonzero. -/
structure IsOpenChain {n : ℕ} (H : Matrix (Fin (n + 1)) (Fin (n + 1)) ℝ) : Prop where
  symm : H.IsSymm
  far : ∀ i j : Fin (n + 1), (i : ℕ) + 1 < j → H i j = 0
  bond : ∀ i j : Fin (n + 1), (i : ℕ) + 1 = j → H i j ≠ 0

/-- `E` is an energy level of `H`: some nonzero state `v` satisfies `H v = E v`. -/
def IsLevel {n : ℕ} (H : Matrix (Fin n) (Fin n) ℝ) (E : ℝ) : Prop :=
  ∃ v : Fin n → ℝ, v ≠ 0 ∧ H *ᵥ v = E • v

/-- The two-site Hamiltonian with site energies `t` and `-t` and coupling `g`. -/
def twoSite (t g : ℝ) : Matrix (Fin 2) (Fin 2) ℝ := !![t, g; g, -t]

variable {n : ℕ} {H : Matrix (Fin (n + 1)) (Fin (n + 1)) ℝ}

/-- Induction along the chain: a property that holds on the first site, and on each site
whenever it holds on all sites before it, holds on every site. -/
theorem site_induction {C : Fin (n + 1) → Prop} (h0 : C 0)
    (hs : ∀ i j : Fin (n + 1), (i : ℕ) + 1 = j → (∀ k ≤ i, C k) → C j) : ∀ j, C j := by
  have key : ∀ m : ℕ, ∀ j : Fin (n + 1), (j : ℕ) ≤ m → C j := by
    intro m
    induction m with
    | zero =>
      intro j hj
      have hj0 : j = 0 := Fin.ext (Nat.le_zero.mp hj)
      rw [hj0]
      exact h0
    | succ m ih =>
      intro j hj
      by_cases h : (j : ℕ) ≤ m
      · exact ih j h
      · have hlt := j.isLt
        exact hs ⟨m, by omega⟩ j (by show m + 1 = (j : ℕ); omega) (fun k hk => ih k hk)
  exact fun j => key j j le_rfl

/-- The eigenvalue equation on site `i` expresses the amplitude on the next site `j`
through the amplitudes on the sites up to `i`. -/
theorem transfer (hH : IsOpenChain H) {v : Fin (n + 1) → ℝ} {E : ℝ}
    (hv : H *ᵥ v = E • v) {i j : Fin (n + 1)} (hij : (i : ℕ) + 1 = j) :
    H i j * v j = E * v i - ∑ k ∈ Finset.univ.filter (fun k => k ≤ i), H i k * v k := by
  have h := congrFun hv i
  simp only [Matrix.mulVec, dotProduct, Pi.smul_apply, smul_eq_mul] at h
  have hsplit := Finset.sum_filter_add_sum_filter_not Finset.univ
    (fun k => k ≤ i) (fun k => H i k * v k)
  -- beyond site `i` only the nearest neighbour contributes
  have hr : ∑ k ∈ Finset.univ.filter (fun k => ¬ k ≤ i), H i k * v k = H i j * v j := by
    apply Finset.sum_eq_single j
    · intro k hk hkj
      have h1 : (i : ℕ) < k := not_le.mp (Finset.mem_filter.mp hk).2
      have h2 : (k : ℕ) ≠ j := fun h => hkj (Fin.ext h)
      rw [hH.far i k (by omega), zero_mul]
    · intro hj
      have hlt : i < j := Fin.lt_def.mpr (by omega)
      exact (hj (Finset.mem_filter.mpr ⟨Finset.mem_univ j, not_le.mpr hlt⟩)).elim
  linarith

/-- A solution of the eigenvalue equation that vanishes on the first site vanishes everywhere. -/
theorem eq_zero_of_first_site (hH : IsOpenChain H) {v : Fin (n + 1) → ℝ} {E : ℝ}
    (hv : H *ᵥ v = E • v) (h0 : v 0 = 0) : v = 0 := by
  refine funext (site_induction (C := fun k => v k = 0) h0 ?_)
  intro i j hij ih
  have hi : v i = 0 := ih i le_rfl
  have hsum : ∑ k ∈ Finset.univ.filter (fun k => k ≤ i), H i k * v k = 0 := by
    apply Finset.sum_eq_zero
    intro k hk
    have hk0 : v k = 0 := ih k (Finset.mem_filter.mp hk).2
    rw [hk0, mul_zero]
  have h := transfer hH hv hij
  rw [hi, hsum, mul_zero, sub_zero] at h
  exact (mul_eq_zero.mp h).resolve_left (hH.bond i j hij)

/-- Two solutions of the eigenvalue equation at the same energy are proportional, with
factors given by their amplitudes on the first site. -/
theorem proportional (hH : IsOpenChain H) {v w : Fin (n + 1) → ℝ} {E : ℝ}
    (hv : H *ᵥ v = E • v) (hw : H *ᵥ w = E • w) : v 0 • w = w 0 • v := by
  refine sub_eq_zero.mp (eq_zero_of_first_site hH (E := E) ?_ ?_)
  · rw [Matrix.mulVec_sub, Matrix.mulVec_smul, Matrix.mulVec_smul, hv, hw]
    module
  · simp only [Pi.sub_apply, Pi.smul_apply, smul_eq_mul]
    ring

/-- Every eigenspace of an open nearest-neighbour chain has dimension at most one. -/
theorem finrank_eigenspace_le_one (hH : IsOpenChain H) (E : ℝ) :
    Module.finrank ℝ (Module.End.eigenspace (Matrix.toLin' H) E) ≤ 1 := by
  -- reading off the first amplitude is injective on the eigenspace
  let f : Module.End.eigenspace (Matrix.toLin' H) E →ₗ[ℝ] ℝ :=
    (LinearMap.proj (0 : Fin (n + 1))).comp (Submodule.subtype _)
  have hf : Function.Injective f := by
    refine (injective_iff_map_eq_zero f).mpr ?_
    intro v hv
    have h := Module.End.mem_eigenspace_iff.mp v.2
    rw [Matrix.toLin'_apply] at h
    exact Subtype.ext (eq_zero_of_first_site hH h hv)
  have h := LinearMap.finrank_le_finrank_of_injective hf
  rwa [Module.finrank_self] at h


/-- Along a continuous family of open chains, a continuous level has an eigenvector that
depends continuously on the parameters and has amplitude one on the first site. -/
theorem exists_continuous_state {P : Type*} [TopologicalSpace P]
    {H : P → Matrix (Fin (n + 1)) (Fin (n + 1)) ℝ} (hH : ∀ p, IsOpenChain (H p))
    (hc : Continuous H) {E : P → ℝ} (hEc : Continuous E) (hE : ∀ p, IsLevel (H p) (E p)) :
    ∃ v : P → Fin (n + 1) → ℝ, Continuous v ∧
      ∀ p, v p 0 = 1 ∧ H p *ᵥ v p = E p • v p := by
  have h1 : ∀ p, ∃ v : Fin (n + 1) → ℝ, v 0 = 1 ∧ H p *ᵥ v = E p • v := by
    intro p
    obtain ⟨u, hu, he⟩ := hE p
    have h0 : u 0 ≠ 0 := fun h => hu (eq_zero_of_first_site (hH p) he h)
    exact ⟨(u 0)⁻¹ • u, by simp [h0], by rw [Matrix.mulVec_smul, he, smul_comm]⟩
  choose v hv0 hv using h1
  refine ⟨v, continuous_pi (site_induction (C := fun k => Continuous fun p => v p k) ?_ ?_),
    fun p => ⟨hv0 p, hv p⟩⟩
  · simp only [hv0]
    exact continuous_const
  · intro i j hij ih
    have hf : (fun p => v p j) = fun p => (E p * v p i
        - ∑ k ∈ Finset.univ.filter (fun k => k ≤ i), H p i k * v p k) / H p i j := by
      funext p
      rw [eq_div_iff ((hH p).bond i j hij), ← transfer (hH p) (hv p) hij, mul_comm]
    show Continuous fun p => v p j
    rw [hf]
    exact ((hEc.mul (ih i le_rfl)).sub (continuous_finsetSum _ fun k hk =>
      (hc.matrix_elem i k).mul (ih k (Finset.mem_filter.mp hk).2))).div
      (hc.matrix_elem i j) (fun p => (hH p).bond i j hij)

/-- Non-crossing rule for open chains: over a connected parameter space, two continuous
levels with `E < F` at one parameter value satisfy `E < F` at every parameter value. -/
theorem levels_never_cross {P : Type*} [TopologicalSpace P] [PreconnectedSpace P]
    {H : P → Matrix (Fin (n + 1)) (Fin (n + 1)) ℝ} (hH : ∀ p, IsOpenChain (H p))
    (hc : Continuous H) {E F : P → ℝ} (hEc : Continuous E) (hFc : Continuous F)
    (hE : ∀ p, IsLevel (H p) (E p)) (hF : ∀ p, IsLevel (H p) (F p))
    {p₀ : P} (h₀ : E p₀ < F p₀) : ∀ p, E p < F p := by
  obtain ⟨v, hvc, hv⟩ := exists_continuous_state hH hc hEc hE
  obtain ⟨w, hwc, hw⟩ := exists_continuous_state hH hc hFc hF
  have hoc : Continuous fun q => v q ⬝ᵥ w q := by
    show Continuous fun q => ∑ k, v q k * w q k
    exact continuous_finsetSum _ fun k _ =>
      ((continuous_apply k).comp hvc).mul ((continuous_apply k).comp hwc)
  -- levels that meet at one point coincide in a neighbourhood
  have hloc : ∀ q, E q = F q → ∀ᶠ r in 𝓝 q, E r = F r := by
    intro q hq
    have hwq := (hw q).2
    rw [← hq] at hwq
    have hp := proportional (hH q) (hv q).2 hwq
    rw [(hv q).1, (hw q).1, one_smul, one_smul] at hp
    have hne : v q ⬝ᵥ w q ≠ 0 := by
      rw [hp]
      intro h
      have h1 := (hv q).1
      rw [dotProduct_self_eq_zero.mp h] at h1
      exact zero_ne_one h1
    filter_upwards [hoc.continuousAt.eventually_ne hne] with r hr
    -- symmetry of `H` makes states at different energies orthogonal
    have h : (H r *ᵥ v r) ⬝ᵥ w r = v r ⬝ᵥ (H r *ᵥ w r) := by
      rw [Matrix.dotProduct_mulVec, ← Matrix.mulVec_transpose, (hH r).symm.eq]
    rw [(hv r).2, (hw r).2, smul_dotProduct, dotProduct_smul, smul_eq_mul, smul_eq_mul] at h
    exact mul_right_cancel₀ hr h
  have hclosed : IsClosed {q | E q < F q} := by
    rw [← isOpen_compl_iff, isOpen_iff_mem_nhds]
    intro q hq
    have hq' : F q ≤ E q := not_lt.mp hq
    rcases hq'.lt_or_eq with h | h
    · filter_upwards [(isOpen_lt hFc hEc).mem_nhds h] with r hr
      exact not_lt.mpr (le_of_lt hr)
    · filter_upwards [hloc q h.symm] with r hr
      exact not_lt.mpr hr.ge
  have huniv := IsClopen.eq_univ ⟨hclosed, isOpen_lt hEc hFc⟩ ⟨p₀, h₀⟩
  intro p
  have hp : p ∈ {q | E q < F q} := huniv ▸ Set.mem_univ p
  exact hp

/-- For nonzero coupling `g` the two-site Hamiltonian is an open chain, and
`√(t² + g²)` and `-√(t² + g²)` are levels of it. -/
theorem twoSite_witness (t : ℝ) {g : ℝ} (hg : g ≠ 0) :
    IsOpenChain (n := 1) (twoSite t g) ∧ IsLevel (twoSite t g) (√(t ^ 2 + g ^ 2)) ∧
      IsLevel (twoSite t g) (-√(t ^ 2 + g ^ 2)) := by
  have key : ∀ E : ℝ, E ^ 2 = t ^ 2 + g ^ 2 → IsLevel (twoSite t g) E := by
    intro E hE
    refine ⟨![g, E - t], fun h => hg (by simpa using congrFun h 0), ?_⟩
    ext i
    fin_cases i
    · simp [twoSite, Matrix.mulVec, dotProduct, Fin.sum_univ_two]
      ring
    · simp [twoSite, Matrix.mulVec, dotProduct, Fin.sum_univ_two]
      linear_combination -hE
  have hsq : √(t ^ 2 + g ^ 2) ^ 2 = t ^ 2 + g ^ 2 := Real.sq_sqrt (by positivity)
  refine ⟨⟨?_, ?_, ?_⟩, key _ hsq, key _ (by rw [neg_sq, hsq])⟩
  · ext i j
    fin_cases i <;> fin_cases j <;> simp [twoSite]
  · intro i j h
    have hj := j.isLt
    omega
  · intro i j h
    fin_cases i <;> fin_cases j <;> simp_all [twoSite]

/-- With the bond cut, `t` and `-t` are levels of the two-site Hamiltonian for every `t`. -/
theorem cut_bond_crossing (t : ℝ) :
    IsLevel (twoSite t 0) t ∧ IsLevel (twoSite t 0) (-t) := by
  refine ⟨⟨![1, 0], fun h => by simpa using congrFun h 0, ?_⟩,
    ⟨![0, 1], fun h => by simpa using congrFun h 1, ?_⟩⟩
  · ext i
    fin_cases i <;> simp [twoSite, Matrix.mulVec, dotProduct, Fin.sum_univ_two]
  · ext i
    fin_cases i <;> simp [twoSite, Matrix.mulVec, dotProduct, Fin.sum_univ_two]

end OpenChainNonCrossing
```

```lean
#print axioms OpenChainNonCrossing.finrank_eigenspace_le_one
-- 'OpenChainNonCrossing.finrank_eigenspace_le_one' depends on axioms: [propext, Classical.choice, Quot.sound]
#print axioms OpenChainNonCrossing.levels_never_cross
-- 'OpenChainNonCrossing.levels_never_cross' depends on axioms: [propext, Classical.choice, Quot.sound]
#print axioms OpenChainNonCrossing.cut_bond_crossing
-- 'OpenChainNonCrossing.cut_bond_crossing' depends on axioms: [propext, Classical.choice, Quot.sound]
```

## Chains, levels and families of Hamiltonians

The sites are numbered 0, …, n, which is the type `Fin (n + 1)`, and H(i,j) is a real matrix element between orthonormal site states. `IsOpenChain H` imposes three conditions. `symm` says that H is symmetric, `far` that H(i,j) = 0 when j > i + 1, and `bond` that H(i,i+1) ≠ 0. The last two mention only entries above the diagonal, and symmetry carries them below it. Site energies are unrestricted, and couplings may have either sign. For n = 0 there is one site and no bond, so `far` and `bond` hold trivially.

The condition `bond` says that a particle can hop across every link. If one link is cut, the chain falls into two independent parts, and nothing prevents these from having an energy in common.

`IsLevel H E` says that some nonzero real vector v satisfies H v = E v. The vector need not have unit length.

There are two main theorems. `finrank_eigenspace_le_one` says that for every real E the solutions of H v = E v form a space of dimension at most one; the dimension is zero when E is not a level. Since a real symmetric matrix has a full basis of eigenvectors, it follows that the chain has n + 1 different eigenvalues, a count that the file itself leaves unstated.

`levels_never_cross` concerns a family H(p), where p runs over a connected parameter space P. This may be an interval of field strengths or a connected region in the space of all site energies and couplings. Every H(p) must be an open chain and must depend continuously on p. Two continuous functions E(p) and F(p) are given, each of which is a level of H(p) for every p. If E < F at one parameter value, then E < F at all of them. The continuity of E and F is assumed, not derived.

## What this means for a tight-binding chain

For one spinless particle on a finite open chain with one orbital per site, all orbitals orthonormal, and real hopping between nearest neighbours only, levels can be followed through a continuous parameter scan by their order in energy, as long as every hopping stays nonzero throughout. The theorem gives no lower bound on the gap, so two levels may still come too close for a numerical calculation to resolve.

The non-crossing rule usually quoted in quantum mechanics covers general Hamiltonians, but it is a statement about the generic case: levels of the same symmetry do not meet when one parameter is varied, while tuning two parameters can make them meet if H is real. The theorem here covers only chains, and for them it allows any number of parameters and no exceptions.

The two-site Hamiltonian `twoSite t g` shows the difference. Its levels are

E = ±√(t² + g²),

and they meet only if t = 0 and g = 0 together. The condition g ≠ 0 rules this out. `twoSite_witness` confirms that the matrix is then an open chain with these levels, using the eigenvector (g, E − t). Its unit-length form is

(g, E − t) / √(g² + (E − t)²).

For g = 0, `cut_bond_crossing` gives the levels t and −t, which change order at t = 0.

Rings of three or more sites are excluded, because the bond that closes the ring violates `far`. With equal hopping g ≠ 0 and zero site energies, a three-site ring has the levels 2g, −g and −g, so a degeneracy does occur there.

## The first amplitude determines the state

Take a site i < n. In row i of H v = E v, the only site beyond i that contributes is i + 1, and therefore

H(i,i+1) v(i+1) = E v(i) − Σ_{k ≤ i} H(i,k) v(k).

This is `transfer`. The proof splits the row sum at site i, uses `Finset.sum_eq_single` to reduce the far part to one term, and lets `linarith` rearrange the equation. By symmetry only k = i − 1 and k = i contribute on the right, but the argument does not need this, and the lemma keeps the whole sum.

Suppose now that v(0) = 0. If v vanishes on all sites up to i, the right-hand side is zero, and H(i,i+1) ≠ 0 forces v(i+1) = 0. Hence v = 0, which is `eq_zero_of_first_site`. The induction is supplied by `site_induction`, whose hypothesis covers all earlier sites because the sum runs over all of them.

The map v ↦ v(0) is therefore linear and injective from each eigenspace into ℝ, so the eigenspace has dimension at most one. The proof of `finrank_eigenspace_le_one` builds this map as `f` and compares dimensions.

If v and w both solve the equation at the same E, the combination v(0) w − w(0) v also solves it and vanishes on site 0. It is therefore zero, and

v(0) w = w(0) v.

This is `proportional`.

## A state that varies continuously

An eigenvector u of an open chain has u(0) ≠ 0, since otherwise it would vanish everywhere. Dividing by u(0) gives an eigenvector v with v(0) = 1. In `exists_continuous_state` this is done at every p, and `choose` collects the results into a function of p.

Its continuity follows by going along the chain again. The amplitude on site 0 is the constant 1. If the amplitudes up to site i are continuous in p, then

v(i+1) = [E v(i) − Σ_{k ≤ i} H(i,k) v(k)] / H(i,i+1)

is continuous too, because the denominator is continuous and never zero. The proof calls `site_induction` a second time, now with continuity as the property that is passed from site to site.

## Levels that meet must stay together

An equality E(q) = F(q) at a single parameter value q is no contradiction in itself, since the two functions may simply name the same level. What has to be excluded is that they agree at q and differ elsewhere.

Let v and w be the continuous states belonging to E and F, both with first amplitude 1, and write ⟨v,w⟩ = Σ_k v(k) w(k). If E(q) = F(q), proportionality gives v = w at q, and there

⟨v,w⟩ = Σ_k v(k)² ≥ 1.

For the same states scaled to unit length the overlap at q would be exactly 1. By continuity ⟨v,w⟩ stays nonzero near q. Symmetry of H gives, at every parameter value,

E ⟨v,w⟩ = ⟨H v,w⟩ = ⟨v,H w⟩ = F ⟨v,w⟩,

and dividing by the overlap shows that E = F throughout a neighbourhood of q. In the code this is `hloc`, where `filter_upwards` restricts attention to the parameters at which the overlap is nonzero and `mul_right_cancel₀` performs the division.

Now let S be the set of parameters with E < F. It is open because E and F are continuous. Its complement is open as well: at a point with F < E the strict inequality persists nearby, and at a point with E = F the equality persists nearby. The proof of `hclosed` treats these two cases in turn.

## From a neighbourhood to the whole parameter space

The step from local to global is made by Mathlib's `IsClopen.eq_univ`: in a preconnected space, a nonempty set that is both closed and open is the whole space. The proof passes it the pair `⟨hclosed, isOpen_lt hEc hFc⟩` and the point `⟨p₀, h₀⟩`, which shows that S is not empty. No path between parameter values has to be constructed, so the argument is the same for one parameter and for many.

The two-site chain with t = 0 shows what connectedness contributes. Let g range over all nonzero reals, and take E(g) = −g and F(g) = g. Both are continuous levels, with E < F for g > 0 and E > F for g < 0. The order is reversed without any degeneracy, because the excluded point g = 0 separates the parameter space into two parts.
